# Excess current of a clean normal–superconductor contact at zero temperature

To check a computed current–voltage curve of a normal–superconductor contact, one can subtract the ohmic line at high bias and compare the remaining offset with its value for a clean contact. The problems below derive that reference value for non-interacting quasiparticles at zero temperature, with a single constant gap and an interface that would transmit every electron if the superconductor were in its normal state. This excludes a barrier, and also a mismatch of Fermi velocities between the two sides.

## The contact and its current

Let $D>0$ be the superconducting gap and $E\ge 0$ the energy of an electron arriving from the normal side, measured from the Fermi level. Andreev reflection sends the electron back as a hole and transfers two charges. Above the gap its amplitude is, up to a phase,

$$w(E)=\frac{E-\sqrt{E^2-D^2}}{D}.$$

This expression is taken as given here. It comes from matching quasiparticle waves at a sharp interface, with the gap small compared with the Fermi energy. In the code $w$ is `ratio`, and all energies are real numbers.

```lean
import Mathlib

open MeasureTheory Set Filter Topology

namespace AndreevExcessCurrent

noncomputable section

/-- The Andreev reflection amplitude `(E - √(E² - D²)) / D` at energy `E` above the gap `D`. -/
def ratio (D E : ℝ) : ℝ := (E - Real.sqrt (E ^ 2 - D ^ 2)) / D
```

The reflection probability $A(E)$, called `prob`, is $1$ for $E\le D$ and $w(E)^2$ for $E>D$.

```lean
/-- The Andreev reflection probability of a clean contact at energy `E ≥ 0`:
one up to the gap `D`, and the squared amplitude above it. -/
def prob (D E : ℝ) : ℝ := if E ≤ D then 1 else ratio D E ^ 2
```

An auxiliary function $T(E)$, called `tail`, will serve in the integration:

$$T(E)=\frac{D}{2}\,w(E)-\frac{D}{6}\,w(E)^3.$$

```lean
/-- The function `D w / 2 - D w³ / 6` of the amplitude `w` at energy `E`. -/
def tail (D E : ℝ) : ℝ := D / 2 * ratio D E - D / 6 * ratio D E ^ 3
```

At such a transparent interface there is no ordinary reflection, and each incoming electron contributes $1+A(E)$ to the current. At zero temperature the energies between $0$ and the voltage contribute:

$$I(V)=G\int_0^V\bigl(1+A(E)\bigr)\,dE.$$

Here $V$ is the voltage times the elementary charge $e$, so that it is an energy, and $G$ is the normal conductance divided by $e$. This formula is the definition of `current`; it is not derived from a scattering state calculation. The theorems allow any real $G$.

```lean
/-- The zero-temperature current through a clean contact with gap `D`. Here `G` is the normal
conductance divided by the elementary charge, and `V` is the voltage times that charge. -/
def current (G D V : ℝ) : ℝ := G * ∫ E in (0 : ℝ)..V, (1 + prob D E)
```

## (a) The amplitude inside the gap

For $0\le E\le D$ the square root in the amplitude becomes imaginary. Show that the squared modulus of the continued amplitude agrees with the probability assigned there:

$$\left|\frac{E-i\sqrt{D^2-E^2}}{D}\right|^2=A(E).$$

The real and imaginary parts of the numerator have squares $E^2$ and $D^2-E^2$. Their sum is $D^2$, and division by $D^2$ gives $1$, which is $A(E)$ in this range. Every electron within the gap is therefore Andreev reflected.

In Lean, `Complex.normSq` is the squared modulus. The proof names the root $s$, keeps only $s^2=D^2-E^2$, and computes the modulus of numerator and denominator separately.

```lean
/-- Up to the gap, the squared modulus of the complex amplitude `(E - i √(D² - E²)) / D`
is the Andreev reflection probability. -/
theorem normSq_subgap_amplitude {D E : ℝ} (hD : 0 < D) (h0 : 0 ≤ E) (hE : E ≤ D) :
    Complex.normSq (((E : ℂ) - (Real.sqrt (D ^ 2 - E ^ 2) : ℝ) * Complex.I) / (D : ℂ))
      = prob D E := by
  have hs := Real.sq_sqrt (show 0 ≤ D ^ 2 - E ^ 2 by nlinarith)
  rw [prob, if_pos hE]
  generalize Real.sqrt (D ^ 2 - E ^ 2) = s at hs ⊢
  have h : Complex.normSq ((E : ℂ) - (s : ℂ) * Complex.I) = E * E + s * s := by
    simp [Complex.normSq_apply]
  rw [Complex.normSq_div, h, Complex.normSq_ofReal, div_eq_one_iff_eq (by positivity)]
  linarith [hs, sq s, sq D, sq E]
```

## (b) An antiderivative above the gap

Show that for $E>D$

$$\frac{d}{dE}\bigl(-T(E)\bigr)=A(E).$$

Write $s=\sqrt{E^2-D^2}$, so that $s'=E/s$. Then

$$w'=\frac{1}{D}\left(1-\frac{E}{s}\right)=-\frac{E-s}{Ds}=-\frac{w}{s},$$

and hence

$$T'=\frac{D}{2}(1-w^2)\,w'=-\frac{D(1-w^2)\,w}{2s}.$$

To simplify the numerator, use $Dw=E-s$ and $D^2=E^2-s^2$:

$$D^2(1-w^2)=E^2-s^2-(E-s)^2=2s(E-s)=2sDw.$$

Thus $D(1-w^2)=2sw$, and $T'=-w^2=-A$.

`HasDerivAt` states that the function is differentiable at $E$ and that its derivative has the given value. The strict inequality $E>D$ keeps $s$ away from zero. In the proof, `h2` is the formula for $w'$, `h3` differentiates the cube, and `key` is the identity $D(1-w^2)=2sw$. The last `linear_combination` inserts it into the derivative.

```lean
/-- Above the gap, the function `tail` decreases at a rate equal to the Andreev reflection
probability. -/
theorem hasDerivAt_neg_tail {D E : ℝ} (hD : 0 < D) (hE : D < E) :
    HasDerivAt (fun x => -tail D x) (prob D E) E := by
  have hpos : 0 < E ^ 2 - D ^ 2 := by nlinarith
  have hq := Real.sqrt_pos.2 hpos
  have hs := Real.sq_sqrt hpos.le
  -- the derivative of the amplitude
  have h1 : HasDerivAt (fun x : ℝ => x ^ 2 - D ^ 2) (2 * E) E := by
    simpa using (hasDerivAt_pow 2 E).sub_const (D ^ 2)
  have h2 : HasDerivAt (ratio D) (-(ratio D E) / Real.sqrt (E ^ 2 - D ^ 2)) E := by
    refine (((hasDerivAt_id' E).fun_sub (h1.sqrt hpos.ne')).div_const D).congr_deriv ?_
    show (1 - 2 * E / (2 * Real.sqrt (E ^ 2 - D ^ 2))) / D
      = -((E - Real.sqrt (E ^ 2 - D ^ 2)) / D) / Real.sqrt (E ^ 2 - D ^ 2)
    generalize Real.sqrt (E ^ 2 - D ^ 2) = s at hq
    field_simp
    ring
  have h3 : HasDerivAt (fun x => ratio D x ^ 3)
      (3 * ratio D E ^ 2 * (-(ratio D E) / Real.sqrt (E ^ 2 - D ^ 2))) E :=
    (h2.fun_pow 3).congr_deriv (by norm_num)
  refine ((h2.const_mul (D / 2)).fun_sub (h3.const_mul (D / 6))).fun_neg.congr_deriv ?_
  rw [prob, if_neg (not_le.2 hE)]
  have hw : D * ratio D E = E - Real.sqrt (E ^ 2 - D ^ 2) := by
    unfold ratio
    exact mul_div_cancel₀ _ hD.ne'
  generalize Real.sqrt (E ^ 2 - D ^ 2) = s at *
  generalize ratio D E = w at *
  -- the identity that turns the derivative into the squared amplitude
  have key : D * (1 - w ^ 2) = 2 * s * w := by
    apply mul_left_cancel₀ hD.ne'
    linear_combination (-(D * w + E - s) - 2 * s) * hw + hs
  have hr : w / s * s = w := div_mul_cancel₀ _ hq.ne'
  linear_combination (w / s / 2) * key + w * hr
```

## (c) Behaviour at high energy

Show that

$$\lim_{E\to\infty}T(E)=0.$$

For $E>D$ we have $0\le s\le E$, so $w\ge 0$. Since $(E-s)(E+s)=D^2$,

$$w=\frac{D}{E+s}\le\frac{D}{E}.$$

Hence $w\to 0$. The function $T$ is a polynomial in $w$ without a constant term, so it vanishes too.

The limit is written with `Tendsto`, where `atTop` means $E\to\infty$ and `𝓝 0` means convergence to zero. The bounds are collected in `hb`. There the upper bound is proved in the equivalent form $E(E-s)\le D^2$, which holds because the difference of the two sides is $s(E-s)\ge 0$. The squeeze theorem then gives the limit of $w$.

```lean
/-- The function `tail` vanishes at high energy. -/
theorem tendsto_tail {D : ℝ} (hD : 0 < D) : Tendsto (tail D) atTop (𝓝 0) := by
  have h : Tendsto (ratio D) atTop (𝓝 0) := by
    -- the amplitude lies between 0 and D / E
    have hb : ∀ E, D < E → 0 ≤ ratio D E ∧ ratio D E ≤ D / E := by
      intro E hE
      have hE0 : 0 < E := hD.trans hE
      have hs := Real.sq_sqrt (show 0 ≤ E ^ 2 - D ^ 2 by nlinarith)
      have hq := Real.sqrt_nonneg (E ^ 2 - D ^ 2)
      unfold ratio
      generalize Real.sqrt (E ^ 2 - D ^ 2) = s at *
      have hle : s ≤ E := by nlinarith
      refine ⟨div_nonneg (by linarith) hD.le, ?_⟩
      rw [div_le_div_iff₀ hD hE0]
      nlinarith [mul_nonneg hq (sub_nonneg.2 hle)]
    refine squeeze_zero' ?_ ?_ ((tendsto_const_nhds (x := D)).div_atTop tendsto_id)
    · filter_upwards [eventually_gt_atTop D] with E hE using (hb E hE).1
    · filter_upwards [eventually_gt_atTop D] with E hE using (hb E hE).2
  have h' := (h.const_mul (D / 2)).sub ((h.pow 3).const_mul (D / 6))
  have e : D / 2 * (0 : ℝ) - D / 6 * 0 ^ 3 = 0 := by ring
  rw [e] at h'
  exact h'
```

## (d) The contribution beyond a given energy

Let $V\ge D$. Show that $A$ is integrable from $V$ to infinity and that

$$\int_V^\infty A(E)\,dE=T(V).$$

By (b), for $R>V$,

$$\int_V^R A(E)\,dE=T(V)-T(R).$$

The integrand is nonnegative, and by (c) the right-hand side converges to $T(V)$ as $R\to\infty$. This gives both integrability and the value. At $V=D$ part (b) does not cover the endpoint itself, but continuity of $T$ there is enough.

The set `Ioi V` is the open half-line $E>V$, and `IntegrableOn` is Lebesgue integrability on it. The proof supplies continuity (`hc`), the derivative (`hd`), nonnegativity (`hp`) and the limit (`hl`) to Mathlib's fundamental theorem for half-lines. Continuity is shown on the whole real line, which works because Lean's real square root is zero for negative arguments.

```lean
/-- From any energy `V` at or above the gap, the Andreev reflection probability is integrable
to infinity, with integral `tail D V`. -/
theorem integral_above {D V : ℝ} (hD : 0 < D) (hV : D ≤ V) :
    IntegrableOn (prob D) (Ioi V) ∧ ∫ E in Ioi V, prob D E = tail D V := by
  have hc : Continuous (fun x => -tail D x) := by
    unfold tail ratio
    fun_prop
  have hd : ∀ x ∈ Ioi V, HasDerivAt (fun x => -tail D x) (prob D x) x :=
    fun x hx => hasDerivAt_neg_tail hD (lt_of_le_of_lt hV hx)
  have hp : ∀ x ∈ Ioi V, 0 ≤ prob D x := by
    intro x _
    unfold prob
    split_ifs <;> positivity
  have hl : Tendsto (fun x => -tail D x) atTop (𝓝 (-0)) := (tendsto_tail hD).neg
  refine ⟨integrableOn_Ioi_deriv_of_nonneg hc.continuousWithinAt hd hp hl, ?_⟩
  rw [integral_Ioi_of_hasDerivAt_of_nonneg hc.continuousWithinAt hd hp hl]
  ring
```

## (e) The contribution within the gap

Let $0\le V\le D$. Show that $A$ is integrable between $0$ and $V$, with

$$\int_0^V A(E)\,dE=V.$$

The integrand equals $1$ throughout, so the integral is the length of the interval.

The code uses the half-open interval `Ioc 0 V`, that is $0<E\le V$. The fact `he` says that $A$ and the constant $1$ agree on it, which transfers both integrability and the value.

```lean
/-- From zero up to any energy `V` within the gap, the Andreev reflection probability is integrable,
with integral `V`. -/
theorem integral_subgap {D V : ℝ} (h0 : 0 ≤ V) (hV : V ≤ D) :
    IntegrableOn (prob D) (Ioc 0 V) ∧ ∫ E in Ioc 0 V, prob D E = V := by
  have he : EqOn (fun _ : ℝ => (1 : ℝ)) (prob D) (Ioc 0 V) :=
    fun x hx => (if_pos (hx.2.trans hV)).symm
  have hi : IntegrableOn (fun _ : ℝ => (1 : ℝ)) (Ioc 0 V) volume :=
    continuous_const.integrableOn_Ioc
  refine ⟨hi.congr_fun he measurableSet_Ioc, ?_⟩
  rw [← setIntegral_congr_fun measurableSet_Ioc he, ← intervalIntegral.integral_of_le h0]
  simp
```

## (f) The integral over all positive energies

Show that $A$ is integrable over $E>0$ and that

$$\int_0^\infty A(E)\,dE=\frac{4D}{3}.$$

Split the axis at the gap. By (e) with $V=D$, the lower part gives $D$. By (d) with $V=D$, the upper part gives $T(D)$. Since $w(D)=1$,

$$T(D)=\frac{D}{2}-\frac{D}{6}=\frac{D}{3},$$

and the sum is $4D/3$. A quarter of the total thus comes from energies above the gap.

The proof follows the same split: it rewrites the half-line as the union of $0<E\le D$ and $E>D$, and adds the integrals over these disjoint sets.

```lean
/-- The Andreev reflection probability of a clean contact with gap `D` is integrable over all
positive energies, with integral `4 D / 3`. -/
theorem integral_prob {D : ℝ} (hD : 0 < D) :
    IntegrableOn (prob D) (Ioi 0) ∧ ∫ E in Ioi 0, prob D E = 4 * D / 3 := by
  obtain ⟨i1, e1⟩ := integral_subgap hD.le (le_refl D)
  obtain ⟨i2, e2⟩ := integral_above hD (le_refl D)
  have hw : ratio D D = 1 := by simp [ratio, hD.ne']
  -- split the energy axis at the gap
  rw [← Ioc_union_Ioi_eq_Ioi hD.le]
  refine ⟨i1.union i2, ?_⟩
  rw [setIntegral_union (Ioc_disjoint_Ioi le_rfl) measurableSet_Ioi i1 i2, e1, e2, tail, hw]
  ring
```

## (g) Separating the normal current

Show that for $V\ge 0$

$$I(V)=G\left(V+\int_0^V A(E)\,dE\right).$$

The integral of $1+A$ is the sum of two integrals, and the constant contributes $V$. Both terms are integrable: $A$ is integrable over all positive energies by (f), hence also over the part up to $V$.

In the proof, `h1` and `h2` are the two integrability statements, `h` splits the sum and `h3` evaluates the constant part.

```lean
/-- For `V ≥ 0` the current is the normal current `G V` plus `G` times the Andreev reflection
probability integrated from zero to `V`. -/
theorem current_eq {D V : ℝ} (G : ℝ) (hD : 0 < D) (hV : 0 ≤ V) :
    current G D V = G * (V + ∫ E in Ioc 0 V, prob D E) := by
  have h1 : IntegrableOn (fun _ : ℝ => (1 : ℝ)) (Ioc 0 V) volume :=
    continuous_const.integrableOn_Ioc
  have h2 : IntegrableOn (prob D) (Ioc 0 V) :=
    (integral_prob hD).1.mono_set Ioc_subset_Ioi_self
  have h : ∫ E in Ioc 0 V, (1 + prob D E)
      = (∫ _E in Ioc 0 V, (1 : ℝ)) + ∫ E in Ioc 0 V, prob D E := integral_add h1 h2
  have h3 : ∫ _E in Ioc 0 V, (1 : ℝ) = V := by
    rw [← intervalIntegral.integral_of_le hV]
    simp
  rw [current, intervalIntegral.integral_of_le hV, h, h3]
```

## (h) Current at voltages within the gap

Show that for $0\le V\le D$

$$I(V)=2GV.$$

By (e) the integral in (g) equals $V$, so $I(V)=G(V+V)$. Complete Andreev reflection doubles the conductance of this ideal contact. The Lean proof makes the same two substitutions.

```lean
/-- For voltages within the gap the current is twice the normal current. -/
theorem current_subgap {D V : ℝ} (G : ℝ) (hD : 0 < D) (h0 : 0 ≤ V) (hV : V ≤ D) :
    current G D V = 2 * (G * V) := by
  rw [current_eq G hD h0, (integral_subgap h0 hV).2]
  ring
```

## (i) Current at voltages above the gap

Show that for $V\ge D$

$$I(V)=GV+G\left(\frac{4D}{3}-T(V)\right).$$

The integral up to $V$ is the total from (f) minus the part beyond $V$ from (d):

$$\int_0^V A(E)\,dE=\frac{4D}{3}-T(V).$$

Insert this into (g).

The proof splits the half-line at $V$ this time, which turns the hypothesis `e` into the sum of the two parts. The final `linear_combination` multiplies it by $G$ and solves for the current.

```lean
/-- For voltages at or above the gap the current exceeds the normal current by
`G (4 D / 3 - tail D V)`. -/
theorem current_above {D V : ℝ} (G : ℝ) (hD : 0 < D) (hV : D ≤ V) :
    current G D V = G * V + G * (4 * D / 3 - tail D V) := by
  have h0 : 0 ≤ V := hD.le.trans hV
  obtain ⟨i, e⟩ := integral_prob hD
  obtain ⟨i2, e2⟩ := integral_above hD hV
  have i1 : IntegrableOn (prob D) (Ioc 0 V) := i.mono_set Ioc_subset_Ioi_self
  rw [← Ioc_union_Ioi_eq_Ioi h0,
    setIntegral_union (Ioc_disjoint_Ioi le_rfl) measurableSet_Ioi i1 i2, e2] at e
  rw [current_eq G hD h0]
  linear_combination G * e
```

## (j) The offset at large voltage

Show that

$$\lim_{V\to\infty}\bigl(I(V)-GV\bigr)=\frac{4GD}{3}.$$

For $V\ge D$, part (i) gives

$$I(V)-GV=G\left(\frac{4D}{3}-T(V)\right),$$

and $T(V)\to 0$ by (c). In ordinary units, with normal conductance $G_N=eG$, the excess current is $4G_ND/(3e)$. An offset read off at a finite voltage $V\ge D$ differs from the limit by exactly $G\,T(V)$, which indicates how far a computed curve has to extend before the comparison is meaningful.

The result covers neither an interface barrier nor finite temperature, and it takes the gap to be independent of the applied voltage.

In Lean, the limit of the right-hand side is established first. It carries over to the current because the two expressions agree for all $V\ge D$, which is what `filter_upwards` with `eventually_ge_atTop D` expresses.

```lean
/-- At large voltage the difference between the current and the normal current `G V` tends to
the excess current `4 G D / 3`. -/
theorem excess_current {D : ℝ} (G : ℝ) (hD : 0 < D) :
    Tendsto (fun V => current G D V - G * V) atTop (𝓝 (G * (4 * D / 3))) := by
  have h := ((tendsto_tail hD).const_sub (4 * D / 3)).const_mul G
  rw [sub_zero] at h
  refine h.congr' ?_
  filter_upwards [eventually_ge_atTop D] with V hV
  rw [current_above G hD hV]
  ring

end

end AndreevExcessCurrent
```

```lean
#print axioms AndreevExcessCurrent.normSq_subgap_amplitude
#print axioms AndreevExcessCurrent.current_subgap
#print axioms AndreevExcessCurrent.excess_current
```

```
'AndreevExcessCurrent.normSq_subgap_amplitude' depends on axioms: [propext, Classical.choice, Quot.sound]
'AndreevExcessCurrent.current_subgap' depends on axioms: [propext, Classical.choice, Quot.sound]
'AndreevExcessCurrent.excess_current' depends on axioms: [propext, Classical.choice, Quot.sound]
```
